# The Eigenprojector of a Hermitian Matrix as a Limit of Its Green Function

A molecule described by independent electrons in a finite orthonormal orbital basis has discrete orbital energies. If its retarded Green function is known but its eigenvectors are not, the projector onto the states of a level can be read from the way that function diverges at the level's energy. For a Hermitian matrix H, write

G(z) = (z − H)⁻¹.

Let E be real and let P be the orthogonal projector onto the solutions of Hv = Ev. Then, as η decreases to 0,

iη G(E + iη) → P.

If E is not an eigenvalue, P = 0. For a finite non-interacting electronic model, the limit gives the projector onto a whole level, degenerate or not, without choosing eigenvectors inside it.

## From the eigenbasis to the projector

Diagonalise H = U d U†, with U unitary and d diagonal with real entries dᵢ. For z off the real axis no z − dᵢ vanishes, so

G(z) = U (z − d)⁻¹ U†.

Hence iη G(E + iη) has the diagonal factors

iη / (E + iη − dᵢ).

If dᵢ = E, the factor equals 1 for every η > 0. Otherwise its denominator tends to E − dᵢ ≠ 0 and the factor tends to 0. Let χᵢ be 1 when dᵢ = E and 0 otherwise. The matrices converge to Q = U χ U†, where χ is the diagonal matrix with entries χᵢ.

Since χ is real and χ² = χ, Q is Hermitian and Q² = Q. Put w = U†v. Then Qv = v means χᵢwᵢ = wᵢ for all i, and Hv = Ev means dᵢwᵢ = Ewᵢ for all i. Both say that wᵢ = 0 whenever dᵢ ≠ E, so Q projects onto the right space.

It remains to see that Q = P. Each column q of Q satisfies Qq = q, so Hq = Eq, and therefore Pq = q. Thus PQ = Q, and likewise QP = P. The adjoint of the first relation is QP = Q, so P = Q.

## What remains after the pole is subtracted

Let R satisfy (E − H)R = 1 − P and PR = 0. This is the reduced Green function of perturbation theory, which leaves out the level E itself. With c = iη,

(E + c − H)R = 1 − P + cR,

(E + c − H)P = cP.

Multiplying both from the left by G = G(E + c) gives R = G − GP + cGR and GP = P/c. Therefore

G − P/c = R − cGR → R − PR = R.

For a nondegenerate level E with normalised state ψ, P = ψψ†, and the matrix elements iη Gᵢⱼ(E + iη) tend to ψᵢψⱼ*.

## A non-Hermitian failure and the choice of η

Hermiticity matters. Take E = 0 and the matrix with rows (0, 1) and (0, 0). Then iη(iη − H)⁻¹ has rows (1, 1/(iη)) and (0, 1), and its upper right entry diverges.

In a numerical calculation one can solve (E + iη − H)x = b and use iηx as an approximation to Pb. The diagonal factors show how to choose η: it must be small compared with the distance from E to the other levels, but large compared with the error in E, because a level missed by δ receives the factor iη/(δ + iη) instead of 1.

## The Green function and the projector in Lean

The finite type `n` labels an orthonormal basis, and H is a complex matrix over it. Operators with a continuous spectrum are not covered.

```lean
import Mathlib

open Matrix Filter Topology

namespace BoundStateProjector

noncomputable section

variable {n : Type*} [Fintype n] [DecidableEq n]
```

The definition uses Lean's matrix inverse, which returns 0 for a singular matrix; `resolvent_mul_green` below shows that the inverse is genuine off the real axis.

```lean
/-- The Green function `G(z) = (z - H)⁻¹` of the Hamiltonian matrix `H`. -/
def green (H : Matrix n n ℂ) (z : ℂ) : Matrix n n ℂ := (z • (1 : Matrix n n ℂ) - H)⁻¹
```

The projector is specified by its properties, without reference to a diagonalisation. Here `Pᴴ` is the adjoint and `*ᵥ` applies a matrix to a vector. The field `range` says that the vectors left unchanged by P are exactly the solutions of Hv = Ev, including v = 0.

```lean
/-- `P` is the orthogonal projector onto the space of solutions of `H v = E v`. -/
structure IsEigenprojector (H : Matrix n n ℂ) (E : ℝ) (P : Matrix n n ℂ) : Prop where
  hermitian : Pᴴ = P
  idem : P * P = P
  range : ∀ v : n → ℂ, P *ᵥ v = v ↔ H *ᵥ v = (E : ℂ) • v
```

## Diagonalisation and the resolvent

Mathlib's spectral theorem supplies U and the real numbers dᵢ.

```lean
/-- A Hermitian matrix is diagonalised by a unitary matrix, with real diagonal entries. -/
theorem exists_diagonalization {H : Matrix n n ℂ} (hH : H.IsHermitian) :
    ∃ (U : Matrix n n ℂ) (d : n → ℝ), Uᴴ * U = 1 ∧
      H = U * diagonal (fun i => (d i : ℂ)) * Uᴴ := by
  refine ⟨hH.eigenvectorUnitary, hH.eigenvalues,
    Matrix.mem_unitaryGroup_iff'.1 hH.eigenvectorUnitary.2, ?_⟩
  have h := hH.spectral_theorem
  rw [Unitary.conjStarAlgAut_apply] at h
  exact h
```

The next lemma turns an eigenvalue equation for U f U† into one equation per component of U†v. It serves for both Q and H.

```lean
/-- The eigenvalue equation for `U f U*`, with `f` diagonal, holds exactly when it holds
for each component in the rotated basis. -/
theorem spectral_mulVec {U : Matrix n n ℂ} (hU : Uᴴ * U = 1) (f : n → ℂ) (c : ℂ)
    (v : n → ℂ) : (U * diagonal f * Uᴴ) *ᵥ v = c • v ↔
      ∀ i, f i * (Uᴴ *ᵥ v) i = c * (Uᴴ *ᵥ v) i := by
  have hU' : U * Uᴴ = 1 := mul_eq_one_comm.1 hU
  constructor
  · intro h i
    have e : Uᴴ * (U * diagonal f * Uᴴ) = diagonal f * Uᴴ := by
      rw [← mul_assoc, ← mul_assoc, hU, one_mul]
    have h2 := congrArg (fun x => (Uᴴ *ᵥ x) i) h
    simp only [mulVec_mulVec, e, mulVec_smul, Pi.smul_apply, smul_eq_mul] at h2
    rw [← mulVec_mulVec, mulVec_diagonal] at h2
    exact h2
  · intro h
    have h1 : diagonal f *ᵥ (Uᴴ *ᵥ v) = c • (Uᴴ *ᵥ v) := by
      ext i
      rw [mulVec_diagonal]
      exact h i
    rw [← mulVec_mulVec, ← mulVec_mulVec, h1, mulVec_smul, mulVec_mulVec, hU', one_mulVec]
```

For the resolvent, `hne` shows that z − dᵢ ≠ 0 by comparing imaginary parts, `hF` is the diagonal identity (z − d)(z − d)⁻¹ = 1, and the final calculation removes U†U from the middle of the product.

```lean
/-- Spectral form of the resolvent: off the real axis, `U (z - d)⁻¹ U*` inverts
`z - U d U*`. -/
theorem spectral_resolvent {U : Matrix n n ℂ} (hU : Uᴴ * U = 1) (d : n → ℝ) {z : ℂ}
    (hz : z.im ≠ 0) :
    (z • (1 : Matrix n n ℂ) - U * diagonal (fun i => (d i : ℂ)) * Uᴴ) *
      (U * diagonal (fun i => (z - d i)⁻¹) * Uᴴ) = 1 := by
  have hne : ∀ i, z - d i ≠ 0 := by
    intro i h
    have h' := congrArg Complex.im h
    simp at h'
    exact hz h'
  have hF : z • diagonal (fun i => (z - d i)⁻¹) -
      diagonal (fun i => (d i : ℂ)) * diagonal (fun i => (z - d i)⁻¹) = 1 := by
    rw [diagonal_mul_diagonal, ← diagonal_smul, diagonal_sub, ← diagonal_one]
    refine congrArg diagonal (funext fun i => ?_)
    show z * (z - d i)⁻¹ - d i * (z - d i)⁻¹ = 1
    linear_combination mul_inv_cancel₀ (hne i)
  generalize diagonal (fun i => (z - d i)⁻¹) = F at hF ⊢
  generalize diagonal (fun i => (d i : ℂ)) = D at hF ⊢
  calc (z • (1 : Matrix n n ℂ) - U * D * Uᴴ) * (U * F * Uᴴ)
      = z • (U * F * Uᴴ) - U * D * (Uᴴ * U) * F * Uᴴ := by
        simp only [sub_mul, smul_mul_assoc, one_mul, mul_assoc]
    _ = U * (z • F - D * F) * Uᴴ := by
        rw [hU]
        simp only [mul_sub, sub_mul, mul_smul_comm, smul_mul_assoc, mul_one, mul_assoc]
    _ = 1 := by rw [hF, mul_one, mul_eq_one_comm.1 hU]
```

A right inverse of a square matrix is its inverse, so the spectral formula agrees with `green`.

```lean
/-- Off the real axis the Green function of a Hermitian `H` is a true inverse of `z - H`. -/
theorem resolvent_mul_green {H : Matrix n n ℂ} (hH : H.IsHermitian) {z : ℂ}
    (hz : z.im ≠ 0) : (z • (1 : Matrix n n ℂ) - H) * green H z = 1 := by
  obtain ⟨U, d, hU, hd⟩ := exists_diagonalization hH
  have h := spectral_resolvent hU d hz
  rw [← hd] at h
  rw [green, inv_eq_right_inv h, h]
```

## Existence and uniqueness of the limit

The theorem below constructs Q and proves that iη G(E + iη) converges to it. The filter `𝓝[>] 0` means that η approaches 0 through positive values, which is the retarded choice. The first three parts of the proof check the projector properties. In the last, `hi` treats the two kinds of diagonal factor, and `hc` carries their limits through the continuous map f ↦ U f U†.

```lean
/-- For Hermitian `H` and real `E` the orthogonal projector onto the solutions of `H v = E v`
exists, and `iη G(E + iη)` tends to it as `η` decreases to 0. -/
theorem exists_eigenprojector_limit {H : Matrix n n ℂ} (hH : H.IsHermitian) (E : ℝ) :
    ∃ P, IsEigenprojector H E P ∧
      Tendsto (fun η : ℝ => (Complex.I * η) • green H (E + Complex.I * η))
        (𝓝[>] 0) (𝓝 P) := by
  obtain ⟨U, d, hU, hd⟩ := exists_diagonalization hH
  -- the indicator of the level `E` among the eigenvalues
  obtain ⟨χ, hχ⟩ : ∃ χ : n → ℂ, ∀ i, χ i = if d i = E then 1 else 0 := ⟨_, fun _ => rfl⟩
  refine ⟨U * diagonal χ * Uᴴ, ⟨?_, ?_, fun v => ?_⟩, ?_⟩
  · have hs : star χ = χ := by
      funext i
      rw [Pi.star_apply, hχ]
      split_ifs <;> simp
    rw [conjTranspose_mul, conjTranspose_mul, conjTranspose_conjTranspose,
      diagonal_conjTranspose, hs, mul_assoc]
  · have hsq : (fun i => χ i * χ i) = χ := by
      funext i
      rw [hχ]
      split_ifs <;> simp
    calc U * diagonal χ * Uᴴ * (U * diagonal χ * Uᴴ)
        = U * diagonal χ * (Uᴴ * U) * diagonal χ * Uᴴ := by simp only [mul_assoc]
      _ = U * diagonal χ * Uᴴ := by
        rw [hU, mul_one, mul_assoc U (diagonal χ) (diagonal χ), diagonal_mul_diagonal, hsq]
  · have h1 := spectral_mulVec hU χ 1 v
    rw [one_smul] at h1
    rw [h1, hd, spectral_mulVec hU]
    refine forall_congr' fun i => ?_
    generalize (Uᴴ *ᵥ v) i = w
    rw [hχ]
    split_ifs with h
    · simp [h]
    · have hne : (d i : ℂ) ≠ E := fun e => h (Complex.ofReal_injective e)
      constructor
      · intro hw
        have h0 : w = 0 := by linear_combination -hw
        rw [h0, mul_zero, mul_zero]
      · intro hw
        have h0 : ((d i : ℂ) - E) * w = 0 := by linear_combination hw
        rcases mul_eq_zero.1 h0 with h' | h'
        · exact absurd (sub_eq_zero.1 h') hne
        · rw [h', mul_zero, mul_zero]
  · -- each diagonal factor tends to 1 on the level `E` and to 0 elsewhere
    have hi : ∀ i, Tendsto (fun η : ℝ => Complex.I * η * (E + Complex.I * η - d i)⁻¹)
        (𝓝[>] 0) (𝓝 (χ i)) := by
      intro i
      rw [hχ]
      split_ifs with h
      · refine tendsto_const_nhds.congr' ?_
        filter_upwards [self_mem_nhdsWithin] with η hη
        have h0 : Complex.I * (η : ℂ) ≠ 0 :=
          mul_ne_zero Complex.I_ne_zero (Complex.ofReal_ne_zero.2 (Set.mem_Ioi.1 hη).ne')
        rw [h, add_sub_cancel_left, mul_inv_cancel₀ h0]
      · have hc : ContinuousAt
            (fun η : ℝ => Complex.I * η * (E + Complex.I * η - d i)⁻¹) 0 := by
          refine ContinuousAt.mul (by fun_prop) (ContinuousAt.inv₀ (by fun_prop) ?_)
          simpa [sub_eq_zero] using Ne.symm h
        convert hc.tendsto.mono_left nhdsWithin_le_nhds using 2
        simp
    have hc : Continuous fun f : n → ℂ => U * diagonal f * Uᴴ :=
      (continuous_const.matrix_mul continuous_id.matrix_diagonal).matrix_mul continuous_const
    refine ((hc.tendsto χ).comp (tendsto_pi_nhds.2 hi)).congr' ?_
    filter_upwards [self_mem_nhdsWithin] with η hη
    have hz : ((E : ℂ) + Complex.I * η).im ≠ 0 := by
      simpa using (Set.mem_Ioi.1 hη).ne'
    have h := spectral_resolvent hU d hz
    rw [← hd] at h
    rw [green, inv_eq_right_inv h, ← Matrix.smul_mul, ← Matrix.mul_smul, ← diagonal_smul]
    rfl
```

The column argument gives PQ = Q.

```lean
omit [DecidableEq n] in
/-- Of two orthogonal projectors onto the same eigenspace, each leaves the other unchanged
under multiplication from the left. -/
theorem eigenprojector_mul {H P Q : Matrix n n ℂ} {E : ℝ} (hP : IsEigenprojector H E P)
    (hQ : IsEigenprojector H E Q) : P * Q = Q := by
  ext i j
  have h1 : Q *ᵥ (fun k => Q k j) = fun k => Q k j :=
    funext fun i => congrFun (congrFun hQ.idem i) j
  exact congrFun ((hP.range _).2 ((hQ.range _).1 h1)) i
```

Taking the adjoint then identifies any P with the stated properties with the limit already found.

```lean
/-- Main theorem: for Hermitian `H` and real `E`, `iη (E + iη - H)⁻¹` tends, as `η` decreases
to 0, to the orthogonal projector onto the kernel of `H - E`. -/
theorem tendsto_green_eigenprojector {H P : Matrix n n ℂ} (hH : H.IsHermitian) {E : ℝ}
    (hP : IsEigenprojector H E P) :
    Tendsto (fun η : ℝ => (Complex.I * η) • green H (E + Complex.I * η))
      (𝓝[>] 0) (𝓝 P) := by
  obtain ⟨Q, hQ, hlim⟩ := exists_eigenprojector_limit hH E
  -- the adjoint of `P Q = Q` is `Q P = Q`, while also `Q P = P`
  have h := congrArg conjTranspose (eigenprojector_mul hP hQ)
  rw [conjTranspose_mul, hP.hermitian, hQ.hermitian, eigenprojector_mul hQ hP] at h
  rw [h]
  exact hlim
```

## The reduced Green function and a single bound state

In both theorems of this section H is Hermitian. In the first, P is the eigenprojector of H at E, and R is given by its two equations; the existence of R is not part of the statement. The facts `hA` and `hB` are the two relations for R and P above, `h1` and `h2` are their products with G, and `h3` is `h2` divided by c.

```lean
/-- After subtraction of the pole `P/(iη)`, the retarded Green function tends to the reduced Green
function `R`, a matrix with `(E - H) R = 1 - P` and `P R = 0`. -/
theorem tendsto_reduced_green {H P R : Matrix n n ℂ} (hH : H.IsHermitian) {E : ℝ}
    (hP : IsEigenprojector H E P) (hR : ((E : ℂ) • (1 : Matrix n n ℂ) - H) * R = 1 - P)
    (hPR : P * R = 0) :
    Tendsto (fun η : ℝ => green H (E + Complex.I * η) - (Complex.I * (η : ℂ))⁻¹ • P)
      (𝓝[>] 0) (𝓝 R) := by
  have hHP : H * P = (E : ℂ) • P := by
    ext i j
    have h1 : P *ᵥ (fun k => P k j) = fun k => P k j :=
      funext fun i => congrFun (congrFun hP.idem i) j
    exact congrFun ((hP.range _).1 h1) i
  have hlim := (tendsto_const_nhds (x := R)).sub
    ((tendsto_green_eigenprojector hH hP).mul (tendsto_const_nhds (x := R)))
  rw [hPR, sub_zero] at hlim
  refine hlim.congr' ?_
  filter_upwards [self_mem_nhdsWithin] with η hη
  have hη' : η ≠ 0 := (Set.mem_Ioi.1 hη).ne'
  have hc : Complex.I * (η : ℂ) ≠ 0 :=
    mul_ne_zero Complex.I_ne_zero (Complex.ofReal_ne_zero.2 hη')
  have hz : ((E : ℂ) + Complex.I * η).im ≠ 0 := by simpa using hη'
  have hG := mul_eq_one_comm.1 (resolvent_mul_green hH hz)
  generalize green H (E + Complex.I * η) = G at hG ⊢
  generalize Complex.I * (η : ℂ) = c at hc hG ⊢
  have hA : (((E : ℂ) + c) • (1 : Matrix n n ℂ) - H) * R = 1 - P + c • R := by
    rw [← hR]
    simp only [add_smul, sub_mul, add_mul, smul_mul_assoc, one_mul]
    abel
  have hB : (((E : ℂ) + c) • (1 : Matrix n n ℂ) - H) * P = c • P := by
    simp only [add_smul, sub_mul, add_mul, smul_mul_assoc, one_mul, hHP]
    abel
  -- multiply both relations by the Green function from the left
  have h1 : R = G - G * P + c • (G * R) := by
    calc R = G * (1 - P + c • R) := by rw [← hA, ← mul_assoc, hG, one_mul]
      _ = _ := by rw [mul_add, mul_sub, mul_one, mul_smul_comm]
  have h2 : c • (G * P) = P := by
    rw [← mul_smul_comm, ← hB, ← mul_assoc, hG, one_mul]
  have h3 : c⁻¹ • P = G * P := by
    calc c⁻¹ • P = c⁻¹ • (c • (G * P)) := by rw [h2]
      _ = G * P := inv_smul_smul₀ hc _
  rw [h3, smul_mul_assoc]
  exact sub_eq_of_eq_add h1
```

For a single state, `hψ` is normalisation and `hnd` says that every solution at energy E is a multiple of ψ. The proof checks that ψψ† is the eigenprojector and then takes one matrix element of the main limit.

```lean
/-- For a normalised, nondegenerate bound state `ψ` of energy `E`, the matrix elements
`iη Gᵢⱼ(E + iη)` tend to `ψᵢ ψⱼ*`. -/
theorem tendsto_green_nondegenerate {H : Matrix n n ℂ} (hH : H.IsHermitian) {E : ℝ}
    {ψ : n → ℂ} (hψ : star ψ ⬝ᵥ ψ = 1) (hE : H *ᵥ ψ = (E : ℂ) • ψ)
    (hnd : ∀ v : n → ℂ, H *ᵥ v = (E : ℂ) • v → ∃ c : ℂ, v = c • ψ) (i j : n) :
    Tendsto (fun η : ℝ => Complex.I * η * green H (E + Complex.I * η) i j)
      (𝓝[>] 0) (𝓝 (ψ i * star (ψ j))) := by
  have hv : ∀ v, vecMulVec ψ (star ψ) *ᵥ v = (star ψ ⬝ᵥ v) • ψ := by
    intro v
    funext k
    simp only [mulVec, dotProduct, vecMulVec_apply, Pi.smul_apply, smul_eq_mul, Finset.sum_mul]
    exact Finset.sum_congr rfl fun l _ => by ring
  have hP : IsEigenprojector H E (vecMulVec ψ (star ψ)) := by
    refine ⟨?_, ?_, fun v => ?_⟩
    · ext k l
      simp [conjTranspose_apply, vecMulVec_apply, mul_comm]
    · ext k l
      calc (vecMulVec ψ (star ψ) * vecMulVec ψ (star ψ)) k l
          = ψ k * (star ψ ⬝ᵥ ψ) * (star ψ) l := by
            simp only [mul_apply, vecMulVec_apply, dotProduct, Finset.mul_sum, Finset.sum_mul]
            exact Finset.sum_congr rfl fun m _ => by ring
        _ = _ := by rw [hψ, mul_one, vecMulVec_apply]
    · rw [hv]
      constructor
      · intro h
        rw [← h, mulVec_smul, hE, smul_comm]
      · intro h
        obtain ⟨c, rfl⟩ := hnd v h
        rw [dotProduct_smul, hψ, smul_eq_mul, mul_one]
  have hel : Continuous fun X : Matrix n n ℂ => X i j := continuous_id.matrix_elem i j
  exact (hel.tendsto _).comp (tendsto_green_eigenprojector hH hP)
```

## Two sites with hopping

Take the two-site Hamiltonian with rows (0, 1) and (1, 0): the hopping matrix element is the unit of energy and has a positive sign here, whereas the opposite sign would exchange the states of the two levels. The levels are 1 and −1. At E = 1 the normalised state is (1, 1)/√2, so every entry of P is 1/2. The other level contributes to R its projector divided by 1 − (−1) = 2, which gives entries ±1/4. The theorem verifies the defining properties of P and R for these matrices, entry by entry where they are matrix equations.

```lean
/-- The two-site hopping Hamiltonian at `E = 1`, with its explicit eigenprojector and
reduced Green function. -/
theorem dimer_witness :
    (!![0, 1; 1, 0] : Matrix (Fin 2) (Fin 2) ℂ).IsHermitian ∧
    IsEigenprojector !![0, 1; 1, 0] 1 !![1/2, 1/2; 1/2, 1/2] ∧
    (((1 : ℝ) : ℂ) • (1 : Matrix (Fin 2) (Fin 2) ℂ) - !![0, 1; 1, 0]) *
      !![1/4, -1/4; -1/4, 1/4] = 1 - !![1/2, 1/2; 1/2, 1/2] ∧
    (!![1/2, 1/2; 1/2, 1/2] : Matrix (Fin 2) (Fin 2) ℂ) * !![1/4, -1/4; -1/4, 1/4] = 0 := by
  refine ⟨?_, ⟨?_, ?_, fun v => ?_⟩, ?_, ?_⟩
  · ext i j
    fin_cases i <;> fin_cases j <;> simp [conjTranspose_apply]
  · ext i j
    fin_cases i <;> fin_cases j <;> simp [conjTranspose_apply]
  · ext i j
    fin_cases i <;> fin_cases j <;> norm_num [mul_apply, Fin.sum_univ_two]
  · constructor
    · intro h
      have h0 : 1 / 2 * v 0 + 1 / 2 * v 1 = v 0 := by
        simpa [mulVec, dotProduct, Fin.sum_univ_two] using congrFun h 0
      ext i
      fin_cases i <;> simp [mulVec, dotProduct, Fin.sum_univ_two]
      · linear_combination 2 * h0
      · linear_combination -2 * h0
    · intro h
      have h0 : v 1 = v 0 := by
        simpa [mulVec, dotProduct, Fin.sum_univ_two] using congrFun h 0
      ext i
      fin_cases i <;> simp [mulVec, dotProduct, Fin.sum_univ_two]
      · linear_combination (1 / 2) * h0
      · linear_combination (-1 / 2) * h0
  · ext i j
    fin_cases i <;> fin_cases j <;> norm_num [mul_apply, Fin.sum_univ_two]
  · ext i j
    fin_cases i <;> fin_cases j <;> norm_num [mul_apply, Fin.sum_univ_two]

end

end BoundStateProjector
```

```lean
#print axioms BoundStateProjector.tendsto_green_eigenprojector
#print axioms BoundStateProjector.tendsto_reduced_green
#print axioms BoundStateProjector.tendsto_green_nondegenerate
```

```
'BoundStateProjector.tendsto_green_eigenprojector' depends on axioms: [propext, Classical.choice, Quot.sound]
'BoundStateProjector.tendsto_reduced_green' depends on axioms: [propext, Classical.choice, Quot.sound]
'BoundStateProjector.tendsto_green_nondegenerate' depends on axioms: [propext, Classical.choice, Quot.sound]
```
